# Sum-over-states polarizability of a harmonic-oscillator number state: 1/(m(w0² − w²)) off resonance

A particle of mass m and unit charge is bound harmonically with angular frequency w0 and driven by a weak electric field of angular frequency w. The induced dipole per unit field is the polarizability α(w). An excited state can both absorb and emit, so one may ask whether α depends on the level n. Linear response writes α as a sum over energy eigenstates, the spectral form of the Kubo formula. That sum is the starting definition below. It is not derived from time-dependent perturbation theory, and the state is pure, not thermal. Provided eigenstates of the Hamiltonian resolve the identity and w² ≠ w0², the sum is independent of n. This is the response of the one-dimensional, undamped, single-mode oscillator in the Lorentz model of a dielectric.

## States, operators and response terms

States lie in a complex inner-product space V, with ⟨u,v⟩ antilinear in u. The operators a (lowering) and b (raising) are linear, defined on all of V and not assumed bounded. V is not assumed complete.

```lean
import Mathlib

open scoped InnerProductSpace

namespace OscillatorPolarizability

noncomputable section

variable {V : Type*} [NormedAddCommGroup V] [InnerProductSpace ℂ V]
  {a b : V →ₗ[ℂ] V} {ψ : V} {n m w0 : ℝ} {ι : Type*} {φ : ι → V} {E : ι → ℝ}
```

`IsLadder` postulates ⟨au,v⟩ = ⟨u,bv⟩, meaning b = a†, and ab − ba = 1, the canonical commutation relation of position and momentum in ladder form.

```lean
/-- `a` and `b` are mutually adjoint and obey `ab - ba = 1`. -/
structure IsLadder (a b : V →ₗ[ℂ] V) : Prop where
  adj : ∀ u v, ⟪a u, v⟫_ℂ = ⟪u, b v⟫_ℂ
  comm : ∀ v, a (b v) - b (a v) = v
```

With ħ = 1 the Hamiltonian, the position (equal to the dipole for unit charge) and the level energy are

H = w0(ba + 1/2),  x = (a + b)/√(2m w0),  level(n) = w0(n + 1/2).

```lean
/-- The oscillator Hamiltonian `w0 (ba + 1/2)`, with `ħ = 1`. -/
def hamiltonian (w0 : ℝ) (a b : V →ₗ[ℂ] V) : V →ₗ[ℂ] V :=
  (w0 : ℂ) • (b ∘ₗ a + ((1 / 2 : ℝ) : ℂ) • LinearMap.id)

/-- The position operator `(a + b) / √(2 m w0)`. -/
def position (m w0 : ℝ) (a b : V →ₗ[ℂ] V) : V →ₗ[ℂ] V :=
  ((Real.sqrt (2 * m * w0) : ℝ) : ℂ)⁻¹ • (a + b)

/-- The energy `w0 (n + 1/2)`. -/
def level (w0 n : ℝ) : ℝ := w0 * (n + 1 / 2)
```

The reference state ψ has ‖ψ‖ = 1 and baψ = nψ with n real, not assumed to be an integer. The intermediate states φ_k, indexed by k in an arbitrary type `ι`, satisfy Hφ_k = E_k φ_k with real E_k. `Resolves` is the closure relation v = Σ_k ⟨φ_k,v⟩φ_k for every v. It is assumed, orthonormality is not required, and `HasSum` means convergence independent of ordering.

```lean
/-- The family `φ` resolves the identity: every `v` is the sum of `⟨φ k, v⟩ φ k`. -/
def Resolves (φ : ι → V) : Prop := ∀ v, HasSum (fun k => ⟪φ k, v⟫_ℂ • φ k) v
```

Put Ω_k = E_k − w0(n + 1/2) and d_k = ⟨φ_k,xψ⟩. With z a complex frequency, the two response terms are

2Ω_k|d_k|²/(Ω_k² − w²)  and  |d_k|²(1/(Ω_k − z) + 1/(Ω_k + z)).

Uncoupled states (d_k = 0) are assigned zero. Lean returns zero on division by zero, so parts (g) and (h) also prove that no coupled state has a vanishing denominator.

```lean
/-- Sum-over-states term `2 Ω |d|² / (Ω² - w²)` for transition frequency `Ω` and matrix
element `d`; uncoupled states contribute zero. -/
def sosTerm (Ω w : ℝ) (d : ℂ) : ℝ :=
  if d = 0 then 0 else 2 * Ω * ‖d‖ ^ 2 / (Ω ^ 2 - w ^ 2)

/-- Kubo term `|d|² (1/(Ω - z) + 1/(Ω + z))` at complex frequency `z`; uncoupled states
contribute zero. -/
def kuboTerm (Ω : ℝ) (z d : ℂ) : ℂ :=
  if d = 0 then 0 else ((‖d‖ ^ 2 : ℝ) : ℂ) * (1 / (Ω - z) + 1 / (Ω + z))
```

## (a) Raising and lowering

Show that bψ and aψ satisfy the eigenvalue equation of ba at n + 1 and n − 1, with squared norms n + 1 and n.

The commutator gives abψ = baψ + ψ = (n + 1)ψ, which is `h1`. Then

ba(bψ) = b(abψ) = (n + 1)bψ,

ba(aψ) = a(baψ) − aψ = (n − 1)aψ,

‖bψ‖² = ⟨abψ,ψ⟩ = n + 1,

‖aψ‖² = ⟨ψ,baψ⟩ = n.

The last line forces n ≥ 0. The normalised states are bψ/√(n + 1) and, for n > 0, aψ/√n. At n = 0, aψ vanishes and its equation reads 0 = 0. Both norms use `h.adj`.

```lean
/-- For a unit `ψ` with `baψ = nψ`, the vectors `bψ` and `aψ` satisfy the eigenvalue equation
of `ba` at `n + 1` and `n - 1` and have squared norms `n + 1` and `n`. -/
theorem ladder (h : IsLadder a b) (hψ : ‖ψ‖ = 1) (hn : b (a ψ) = (n : ℂ) • ψ) :
    b (a (b ψ)) = (n + 1 : ℂ) • b ψ ∧ b (a (a ψ)) = (n - 1 : ℂ) • a ψ ∧
      ‖b ψ‖ ^ 2 = n + 1 ∧ ‖a ψ‖ ^ 2 = n := by
  have h1 : a (b ψ) = (n + 1 : ℂ) • ψ := by
    have h0 := h.comm ψ
    rw [hn] at h0
    rw [add_smul, one_smul]
    exact (sub_eq_iff_eq_add.mp h0).trans (add_comm _ _)
  refine ⟨by rw [h1, map_smul], ?_, ?_, ?_⟩
  · have h0 := h.comm (a ψ)
    rw [hn, map_smul] at h0
    rw [sub_smul, one_smul]
    calc b (a (a ψ)) = (n : ℂ) • a ψ - ((n : ℂ) • a ψ - b (a (a ψ))) := by abel
      _ = (n : ℂ) • a ψ - a ψ := by rw [h0]
  · rw [← inner_self_eq_norm_sq (𝕜 := ℂ), ← h.adj, h1, inner_smul_left,
      inner_self_eq_norm_sq_to_K, hψ]
    simp
  · rw [← inner_self_eq_norm_sq (𝕜 := ℂ), h.adj, hn, inner_smul_right,
      inner_self_eq_norm_sq_to_K, hψ]
    simp
```

## (b) Energy of a number state

Show that Hψ = w0(n + 1/2)ψ, which makes Ω_k a transition frequency from ψ.

Directly,

Hψ = w0(nψ + ψ/2) = w0(n + 1/2)ψ,

and `module` collects the scalars.

```lean
/-- If `baψ = nψ` then `Hψ = w0 (n + 1/2) ψ`. -/
theorem energy (hn : b (a ψ) = (n : ℂ) • ψ) :
    hamiltonian w0 a b ψ = (level w0 n : ℂ) • ψ := by
  simp only [hamiltonian, level, LinearMap.smul_apply, LinearMap.add_apply,
    LinearMap.comp_apply, LinearMap.id_apply, hn]
  push_cast
  module
```

## (c) An overlap fixes the energy

Let Hu = eu with e real and ⟨u,ψ⟩ ≠ 0. Show that e = w0(n + 1/2), without using ‖ψ‖ = 1.

Adjointness applied twice gives `hsym`, with * for complex conjugation:

⟨bau,ψ⟩ = ⟨ψ,bau⟩* = ⟨aψ,au⟩* = ⟨au,aψ⟩ = ⟨u,baψ⟩.

Therefore

e⟨u,ψ⟩ = ⟨Hu,ψ⟩ = w0(n + 1/2)⟨u,ψ⟩,

and `mul_right_cancel₀` removes the nonzero overlap.

```lean
/-- A state with `Hu = e u` that overlaps a state with `baψ = nψ` has `e = w0 (n + 1/2)`. -/
theorem energy_of_overlap (h : IsLadder a b) {u : V} {e : ℝ}
    (hu : hamiltonian w0 a b u = (e : ℂ) • u) (hn : b (a ψ) = (n : ℂ) • ψ)
    (hne : ⟪u, ψ⟫_ℂ ≠ 0) : e = level w0 n := by
  -- the number operator is symmetric
  have hsym : ⟪b (a u), ψ⟫_ℂ = ⟪u, b (a ψ)⟫_ℂ := by
    rw [← inner_conj_symm (b (a u)) ψ, ← h.adj ψ (a u), inner_conj_symm, h.adj u (a ψ)]
  have h1 : ⟪hamiltonian w0 a b u, ψ⟫_ℂ = (level w0 n : ℂ) * ⟪u, ψ⟫_ℂ := by
    simp only [hamiltonian, level, LinearMap.smul_apply, LinearMap.add_apply,
      LinearMap.comp_apply, LinearMap.id_apply, inner_smul_left, inner_add_left, hsym, hn,
      inner_smul_right, Complex.conj_ofReal]
    push_cast
    ring
  rw [hu, inner_smul_left, Complex.conj_ofReal] at h1
  exact Complex.ofReal_injective (mul_right_cancel₀ hne h1)
```

## (d) Selection rule

For u as an eigenvector of H with energy e, show that overlap with bψ gives e − level(n) = w0, overlap with aψ gives −w0, and overlap with xψ gives one of the two.

Apply (c) to bψ at n + 1 and to aψ at n − 1, using (a):

level(n ± 1) − level(n) = ±w0.

These are `up` and `down`. Since ⟨u,xψ⟩ is a multiple of ⟨u,aψ⟩ + ⟨u,bψ⟩, it is nonzero only if one of these overlaps is, and `by_cases hB` makes that split.

```lean
/-- Selection rule: an energy eigenstate overlapping `bψ` lies `w0` above `ψ`, one overlapping
`aψ` lies `w0` below, and one overlapping `xψ` lies at `± w0`. -/
theorem selection_rule (h : IsLadder a b) (hψ : ‖ψ‖ = 1) (hn : b (a ψ) = (n : ℂ) • ψ)
    {u : V} {e : ℝ} (hu : hamiltonian w0 a b u = (e : ℂ) • u) (m : ℝ) :
    (⟪u, b ψ⟫_ℂ ≠ 0 → e - level w0 n = w0) ∧ (⟪u, a ψ⟫_ℂ ≠ 0 → e - level w0 n = -w0) ∧
      (⟪u, position m w0 a b ψ⟫_ℂ ≠ 0 → e - level w0 n = w0 ∨ e - level w0 n = -w0) := by
  obtain ⟨hb, ha, -, -⟩ := ladder h hψ hn
  have up : ⟪u, b ψ⟫_ℂ ≠ 0 → e - level w0 n = w0 := fun hne => by
    rw [energy_of_overlap (n := n + 1) h hu (by push_cast; exact hb) hne, level, level]
    ring
  have down : ⟪u, a ψ⟫_ℂ ≠ 0 → e - level w0 n = -w0 := fun hne => by
    rw [energy_of_overlap (n := n - 1) h hu (by push_cast; exact ha) hne, level, level]
    ring
  refine ⟨up, down, fun hd => ?_⟩
  by_cases hB : ⟪u, b ψ⟫_ℂ = 0
  · refine Or.inr (down fun hA => hd ?_)
    simp only [position, LinearMap.smul_apply, LinearMap.add_apply, inner_smul_right,
      inner_add_right, hA, hB, add_zero, mul_zero]
  · exact Or.inl (up hB)
```

## (e) Parseval's identity

Show that Σ_k |⟨φ_k,v⟩|² = ‖v‖².

Take the inner product of the closure relation with v:

⟨v,v⟩ = Σ_k ⟨φ_k,v⟩⟨v,φ_k⟩ = Σ_k |⟨φ_k,v⟩|².

The step into the sum uses continuity of ⟨v,·⟩, supplied by `innerSL`. `Complex.reCLM` does the same for the real part.

```lean
/-- Parseval's identity for a family that resolves the identity. -/
theorem parseval (hc : Resolves φ) (v : V) :
    HasSum (fun k => ‖⟪φ k, v⟫_ℂ‖ ^ 2) (‖v‖ ^ 2) := by
  have h1 : HasSum (fun k => ⟪v, ⟪φ k, v⟫_ℂ • φ k⟫_ℂ) ⟪v, v⟫_ℂ :=
    (innerSL ℂ v).hasSum (hc v)
  have h2 : HasSum (fun k => (⟪v, ⟪φ k, v⟫_ℂ • φ k⟫_ℂ).re) (⟪v, v⟫_ℂ).re :=
    Complex.reCLM.hasSum h1
  have e1 : ∀ k, (⟪v, ⟪φ k, v⟫_ℂ • φ k⟫_ℂ).re = ‖⟪φ k, v⟫_ℂ‖ ^ 2 := fun k => by
    rw [inner_smul_right, ← inner_conj_symm v (φ k), Complex.mul_conj, Complex.ofReal_re,
      Complex.normSq_eq_norm_sq]
  have e2 : (⟪v, v⟫_ℂ).re = ‖v‖ ^ 2 := inner_self_eq_norm_sq (𝕜 := ℂ) v
  simpa only [e1, e2] using h2
```

## (f) Two spectral weights

For m, w0 > 0 and any function g of a real frequency, show that

Σ_k |d_k|² g(Ω_k) = ((n + 1)g(w0) + n g(−w0))/(2m w0).

Write A_k = ⟨φ_k,aψ⟩ and B_k = ⟨φ_k,bψ⟩, so that |d_k|² = |A_k + B_k|²/(2m w0), which is `hd`. If both were nonzero, (d) would give w0 = −w0, impossible for w0 > 0. The cross term is therefore absent, and

|d_k|² g(Ω_k) = (|B_k|² g(w0) + |A_k|² g(−w0))/(2m w0).

This is `hterm`, proved in four cases. By (e) and (a), Σ|B_k|² = n + 1 and Σ|A_k|² = n. The values of g lie in a real normed space `F`, which covers ℝ in (g) and ℂ in (h).

```lean
/-- For any function `g` of the transition frequency, `∑ |⟨φ k, xψ⟩|² g(Ω k)` over energy
eigenstates resolving the identity is `((n+1) g(w0) + n g(-w0)) / (2 m w0)`. -/
theorem spectral_weights {F : Type*} [NormedAddCommGroup F] [NormedSpace ℝ F]
    (h : IsLadder a b) (hψ : ‖ψ‖ = 1) (hn : b (a ψ) = (n : ℂ) • ψ) (hm : 0 < m) (hw : 0 < w0)
    (hφ : ∀ k, hamiltonian w0 a b (φ k) = (E k : ℂ) • φ k) (hc : Resolves φ) (g : ℝ → F) :
    HasSum (fun k => ‖⟪φ k, position m w0 a b ψ⟫_ℂ‖ ^ 2 • g (E k - level w0 n))
      (((n + 1) / (2 * m * w0)) • g w0 + (n / (2 * m * w0)) • g (-w0)) := by
  obtain ⟨-, -, nb, na⟩ := ladder h hψ hn
  have hpos : 0 < 2 * m * w0 := by positivity
  have hterm : ∀ k, ‖⟪φ k, position m w0 a b ψ⟫_ℂ‖ ^ 2 • g (E k - level w0 n) =
      (‖⟪φ k, b ψ⟫_ℂ‖ ^ 2 / (2 * m * w0)) • g w0 +
        (‖⟪φ k, a ψ⟫_ℂ‖ ^ 2 / (2 * m * w0)) • g (-w0) := fun k => by
    have hd : ‖⟪φ k, position m w0 a b ψ⟫_ℂ‖ ^ 2 =
        ‖⟪φ k, a ψ⟫_ℂ + ⟪φ k, b ψ⟫_ℂ‖ ^ 2 / (2 * m * w0) := by
      simp only [position, LinearMap.smul_apply, LinearMap.add_apply, inner_smul_right,
        inner_add_right, norm_mul, norm_inv, Complex.norm_real, Real.norm_eq_abs, mul_pow,
        inv_pow, sq_abs, Real.sq_sqrt hpos.le]
      rw [div_eq_inv_mul]
    obtain ⟨up, down, -⟩ := selection_rule h hψ hn (hφ k) m
    rw [hd]
    -- no eigenstate couples both upwards and downwards, so there is no cross term
    by_cases hA : ⟪φ k, a ψ⟫_ℂ = 0 <;> by_cases hB : ⟪φ k, b ψ⟫_ℂ = 0
    · simp [hA, hB]
    · simp [hA, up hB]
    · simp [hB, down hA]
    · exact absurd ((up hB).symm.trans (down hA)) (by intro h0; linarith)
  have hs := (((parseval hc (b ψ)).div_const (2 * m * w0)).smul_const (g w0)).add
    (((parseval hc (a ψ)).div_const (2 * m * w0)).smul_const (g (-w0)))
  rw [nb, na] at hs
  simpa only [hterm] using hs
```

## (g) Polarizability at real frequency

For m, w0 > 0 and w² ≠ w0², show that every coupled state has Ω_k² − w² ≠ 0 and that the sum over states converges to 1/(m(w0² − w²)).

By (d) a coupled state has Ω_k² = w0². Take g(Ω) = 2Ω/(Ω² − w²), which is odd, in (f):

α(w) = ((n + 1) − n)/(2m w0) · 2w0/(w0² − w²) = 1/(m(w0² − w²)).

The upward weight exceeds the downward one by an amount independent of n. `e1` writes each term as |d|² g(Ω), and `e2` is the cancellation.

For m = 1, w0 = 2, w = 1, n = 1 the weights are 2/4 and 1/4, and g(±2) = ±4/3:

α = 2/3 − 1/3 = 1/3 = 1/(4 − 1).

```lean
/-- For `w² ≠ w0²` no coupled state is resonant, and the sum-over-states polarizability of the
state with `baψ = nψ` converges to `1 / (m (w0² - w²))`. -/
theorem polarizability (h : IsLadder a b) (hψ : ‖ψ‖ = 1) (hn : b (a ψ) = (n : ℂ) • ψ)
    (hm : 0 < m) (hw : 0 < w0) (hφ : ∀ k, hamiltonian w0 a b (φ k) = (E k : ℂ) • φ k)
    (hc : Resolves φ) {w : ℝ} (hres : w ^ 2 ≠ w0 ^ 2) :
    (∀ k, ⟪φ k, position m w0 a b ψ⟫_ℂ ≠ 0 → (E k - level w0 n) ^ 2 - w ^ 2 ≠ 0) ∧
      HasSum (fun k => sosTerm (E k - level w0 n) w ⟪φ k, position m w0 a b ψ⟫_ℂ)
        (1 / (m * (w0 ^ 2 - w ^ 2))) := by
  have hden : w0 ^ 2 - w ^ 2 ≠ 0 := sub_ne_zero.mpr hres.symm
  refine ⟨fun k hk => ?_, ?_⟩
  · rcases (selection_rule h hψ hn (hφ k) m).2.2 hk with e | e
    · rwa [e]
    · rwa [e, neg_sq]
  · have e1 : ∀ (Ω : ℝ) (d : ℂ), sosTerm Ω w d = ‖d‖ ^ 2 • (2 * Ω / (Ω ^ 2 - w ^ 2)) := by
      intro Ω d
      unfold sosTerm
      split_ifs with hd
      · simp [hd]
      · rw [smul_eq_mul]
        ring
    -- upward weight `n + 1` minus downward weight `n`
    have e2 : 1 / (m * (w0 ^ 2 - w ^ 2)) =
        ((n + 1) / (2 * m * w0)) • (2 * w0 / (w0 ^ 2 - w ^ 2)) +
          (n / (2 * m * w0)) • (2 * (-w0) / ((-w0) ^ 2 - w ^ 2)) := by
      simp only [smul_eq_mul, neg_sq]
      field_simp
      ring
    simp only [e1]
    rw [e2]
    exact spectral_weights h hψ hn hm hw hφ hc fun Ω => 2 * Ω / (Ω ^ 2 - w ^ 2)
```

## (h) Kubo sum at complex frequency

For m, w0 > 0 and complex z with z² ≠ w0², show that Ω_k − z and Ω_k + z are nonzero for coupled states and that the sum converges to 1/(m(w0² − z²)).

Because w0² − z² = (w0 − z)(w0 + z), both factors are nonzero (`h1`, `h2`). At Ω = −w0 the denominators are −(w0 + z) and −(w0 − z) (`r3`, `r4`). So g(Ω) = 1/(Ω − z) + 1/(Ω + z) has

g(w0) = 2w0/(w0² − z²) = −g(−w0),

and (f) gives the result as in (g). With the numbers above and z = i, g(2) = 4/5 and the sum is (1/2 − 1/4)(4/5) = 1/5. For a field varying as e^(−iwt), the retarded response corresponds to z = w + iη with η > 0. The limit η → 0 and the absorption lines at ±w0 are not treated.

```lean
/-- For complex `z` with `z² ≠ w0²` no coupled state is resonant, and the Kubo sum for the
state with `baψ = nψ` converges to `1 / (m (w0² - z²))`. -/
theorem kubo_response (h : IsLadder a b) (hψ : ‖ψ‖ = 1) (hn : b (a ψ) = (n : ℂ) • ψ)
    (hm : 0 < m) (hw : 0 < w0) (hφ : ∀ k, hamiltonian w0 a b (φ k) = (E k : ℂ) • φ k)
    (hc : Resolves φ) {z : ℂ} (hz : z ^ 2 ≠ (w0 : ℂ) ^ 2) :
    (∀ k, ⟪φ k, position m w0 a b ψ⟫_ℂ ≠ 0 →
      ((E k - level w0 n : ℝ) : ℂ) - z ≠ 0 ∧ ((E k - level w0 n : ℝ) : ℂ) + z ≠ 0) ∧
      HasSum (fun k => kuboTerm (E k - level w0 n) z ⟪φ k, position m w0 a b ψ⟫_ℂ)
        (1 / (m * ((w0 : ℂ) ^ 2 - z ^ 2))) := by
  have h1 : (w0 : ℂ) - z ≠ 0 := fun h0 => hz (by linear_combination -((w0 : ℂ) + z) * h0)
  have h2 : (w0 : ℂ) + z ≠ 0 := fun h0 => hz (by linear_combination -((w0 : ℂ) - z) * h0)
  have r3 : ((-w0 : ℝ) : ℂ) - z = -(w0 + z) := by push_cast; ring
  have r4 : ((-w0 : ℝ) : ℂ) + z = -(w0 - z) := by push_cast; ring
  refine ⟨fun k hk => ?_, ?_⟩
  · rcases (selection_rule h hψ hn (hφ k) m).2.2 hk with e | e
    · rw [e]
      exact ⟨h1, h2⟩
    · rw [e, r3, r4]
      exact ⟨neg_ne_zero.mpr h2, neg_ne_zero.mpr h1⟩
  · have e1 : ∀ (Ω : ℝ) (d : ℂ),
        kuboTerm Ω z d = ‖d‖ ^ 2 • (1 / ((Ω : ℂ) - z) + 1 / ((Ω : ℂ) + z)) := by
      intro Ω d
      unfold kuboTerm
      split_ifs with hd
      · simp [hd]
      · rw [Complex.real_smul]
    have hm' : (m : ℂ) ≠ 0 := Complex.ofReal_ne_zero.mpr hm.ne'
    have hw' : (w0 : ℂ) ≠ 0 := Complex.ofReal_ne_zero.mpr hw.ne'
    have e2 : 1 / (m * ((w0 : ℂ) ^ 2 - z ^ 2)) =
        ((n + 1) / (2 * m * w0)) • (1 / ((w0 : ℂ) - z) + 1 / ((w0 : ℂ) + z)) +
          (n / (2 * m * w0)) • (1 / (((-w0 : ℝ) : ℂ) - z) + 1 / (((-w0 : ℝ) : ℂ) + z)) := by
      have r5 : (w0 : ℂ) ^ 2 - z ^ 2 = (w0 - z) * (w0 + z) := by ring
      rw [r3, r4, r5]
      simp only [Complex.real_smul, div_neg]
      push_cast
      field_simp
      ring
    simp only [e1]
    rw [e2]
    exact spectral_weights h hψ hn hm hw hφ hc
      fun Ω => 1 / ((Ω : ℂ) - z) + 1 / ((Ω : ℂ) + z)
```

## (i) The algebra on polynomials

For a complex polynomial p in X and a natural number k, show that a = d/dX and b = X (multiplication) obey ab − ba = 1 and ba X^k = k X^k.

The product rule gives

(Xp)′ − Xp′ = p,

X · kX^(k−1) = kX^k for k ≥ 1,

and both sides vanish at k = 0, the case that `cases k` separates. No inner product appears, so adjointness and closure are not established for this example, and no theorem here exhibits a space meeting all assumptions of (g). The intended space, mentioned without a Lean proof, is the set of finite combinations of oscillator eigenfunctions, which is not complete.

```lean
/-- On complex polynomials, `a = d/dX` and `b = X` obey `ab - ba = 1` and `ba X^k = k X^k`.
Adjointness and the resolution of the identity are not part of this statement. -/
theorem ccr_witness (p : Polynomial ℂ) (k : ℕ) :
    Polynomial.derivative (Polynomial.X * p) - Polynomial.X * Polynomial.derivative p = p ∧
      Polynomial.X * Polynomial.derivative (Polynomial.X ^ k : Polynomial ℂ) =
        (k : ℂ) • Polynomial.X ^ k := by
  refine ⟨by simp [Polynomial.derivative_mul], ?_⟩
  cases k with
  | zero => simp
  | succ j =>
    rw [Polynomial.derivative_X_pow, Polynomial.smul_eq_C_mul, Nat.add_sub_cancel]
    ring

end

end OscillatorPolarizability
```

```lean
#print axioms OscillatorPolarizability.energy
-- 'OscillatorPolarizability.energy' depends on axioms: [propext, Classical.choice, Quot.sound]
#print axioms OscillatorPolarizability.polarizability
-- 'OscillatorPolarizability.polarizability' depends on axioms: [propext, Classical.choice, Quot.sound]
#print axioms OscillatorPolarizability.kubo_response
-- 'OscillatorPolarizability.kubo_response' depends on axioms: [propext, Classical.choice, Quot.sound]
```
